# For a strictly concave quadratic $gp-kp^2/2$ on $[-r,r]$, the endpoint $r$ is a spurious minimum exactly when $0<g<kr$

## Quadratic model, feasible interval and spurious minimisers

Let $p$ be a real step coordinate, measured from the current point of an optimisation. The quadratic model of the energy change is

$$q(p)=gp-\frac{k}{2}p^2 ,$$

where $g$ is the slope at $p=0$ and $k>0$ is the size of the downward curvature. The second derivative is $-k$, so a positive $k$ means a concave model. The trust region is the interval $[-r,r]$ with radius $r>0$. This radius is a limit set by the algorithm on how far the model is trusted.

A feasible point $a$ is a strict local minimiser if there is an $\varepsilon>0$ such that $q(a)<q(p)$ for every feasible $p\neq a$ with $|p-a|<\varepsilon$. Only feasible points are compared, so an endpoint can qualify although the derivative there is not zero. The minimiser is called spurious if some feasible point has a strictly lower value.

For the iteration, $\eta>0$ denotes a fixed step size. One step of projected gradient descent moves $p$ to $p-\eta(g-kp)$ and clips the result to $[-r,r]$. The starting point is $p_0$, and $p_n$ is the point after $n$ steps.

## Slopes that make the right endpoint spurious

For $k,r>0$,

$$r \text{ is a spurious minimiser of } q \text{ on } [-r,r] \iff 0<g<kr .$$

The upper limit makes $r$ a strict local minimiser, and the lower limit makes the opposite endpoint better. With $k=r=1$ and $0<g<1$, the point $p=1$ is a strict local minimiser of $gp-p^2/2$ on $[-1,1]$, while $q(-1)<q(1)$. At $g=0$ both endpoints are global minimisers, so neither is spurious. At $g=kr$ the endpoint $r$ is the top of the parabola and is no longer a local minimiser.

There is also a dynamical result. If $p_0$ is feasible and $kp_0>g$, projected gradient descent reaches $r$ after finitely many steps and stays there, for every $\eta>0$. If in addition $g>0$, this limit is the spurious minimiser.

## Trust-region steps along one negative-curvature direction

In orbital or geometry optimisation, a trust-region step restricted to a single direction of negative curvature leads to this one-parameter problem. A local subproblem solver that stops at a constrained minimum may then return the worse endpoint. Comparing the endpoints settles the choice, since

$$q(r)-q(-r)=2gr .$$

For $g>0$ the step to take within the model is $-r$.

The descent result concerns starts beyond the barrier at $g/k$, for instance a step recycled from an earlier subproblem. A start at $p=0$ with $g>0$ lies on the other side, and its first gradient step goes left.

## Factoring the model at each endpoint

Subtracting the value at $r$ gives

$$\begin{aligned}
q(p)-q(r)&=g(p-r)-\frac{k}{2}(p^2-r^2)\\
&=(r-p)\left(\frac{k(r+p)}{2}-g\right).
\end{aligned}$$

For feasible $p\neq r$ the first factor is positive, so the second decides the sign.

Suppose $g<kr$, and take $\varepsilon=(kr-g)/k=r-g/k$, the distance from $r$ to the stationary point. If $p$ is feasible, $p\neq r$ and $r-p<\varepsilon$, then $kp>g$. Since $r>p$, it follows that $k(r+p)/2>kp>g$. Both factors are positive, so $r$ is a strict local minimiser.

Suppose instead that $g\ge kr$. For any proposed radius $\varepsilon>0$, set $\delta=\min(\varepsilon/2,r)$. The point $r-\delta$ is feasible and closer to $r$ than $\varepsilon$, and

$$q(r-\delta)-q(r)=-\delta\left(g-kr+\frac{k\delta}{2}\right)<0 .$$

Every neighbourhood therefore contains a feasible point below $q(r)$, so $r$ is not a strict local minimiser. This proves that the local condition is exactly $g<kr$.

At the other endpoint,

$$q(p)-q(-r)=(p+r)\left(g+\frac{k(r-p)}{2}\right).$$

If $g>0$, both factors are positive for every feasible $p\neq-r$. Hence $-r$ is the unique global minimiser, and in particular $q(-r)<q(r)$. If $g\le0$, the factorisation at $r$ has two nonnegative factors for every feasible $p$, so no feasible point lies below $q(r)$. A spurious minimum at $r$ therefore needs $g>0$ as well as $g<kr$, and these two conditions suffice.

## Gradient steps that cannot turn back

Let $p_0$ be feasible with $kp_0>g$, and define $d=\eta(kp_0-g)>0$. The claim is that, for every $n\ge0$,

$$p_0\le p_n\le r,\qquad \min(r,p_0+nd)\le p_n .$$

It holds at $n=0$. If it holds at $n$, then $kp_n\ge kp_0$, so the unclipped next point satisfies

$$p_n-\eta(g-kp_n)=p_n+\eta(kp_n-g)\ge p_n+d .$$

Clipping keeps the next point at or below $r$ and gives $p_{n+1}\ge\min(r,p_n+d)$. Since $r\ge p_0$ and $p_n+d\ge p_0$, the next point is not below $p_0$. For the progress bound there are two cases. If $p_n\ge r$, then $p_{n+1}\ge r$. Otherwise $p_n\ge p_0+nd$, which gives $p_{n+1}\ge\min(r,p_0+(n+1)d)$. The induction is complete.

Choose an integer $N\ge(r-p_0)/d$. For every $n\ge N$ the lower bound equals $r$, and with $p_n\le r$ this gives $p_n=r$.

As an example, take $g=0.5$, $k=r=\eta=1$ and $p_0=0.6$. The iterates are $0.6,\,0.7,\,0.9,\,1$, and all later ones equal $1$. The bound allows four steps, because $d=0.1$. The endpoint values are $q(1)=0$ and $q(-1)=-1$.

## Lean source for the endpoint criterion and the descent

```lean
import Mathlib

open Set

namespace SpuriousTrustRegionMinima

noncomputable section

/-- The one-dimensional quadratic model with slope `g` at the origin and curvature `-k`. -/
def model (g k p : ℝ) : ℝ := g * p - k * p ^ 2 / 2

/-- The point `a` of the feasible set `s` has a strictly lower value of `f` than all other
feasible points in some neighbourhood of it. -/
def StrictLocalMinOn (f : ℝ → ℝ) (s : Set ℝ) (a : ℝ) : Prop :=
  a ∈ s ∧ ∃ ε > 0, ∀ p ∈ s, p ≠ a → |p - a| < ε → f a < f p

/-- A spurious minimiser: a strict local minimiser on the feasible set `s` that some other
feasible point beats. -/
def IsSpuriousMin (f : ℝ → ℝ) (s : Set ℝ) (a : ℝ) : Prop :=
  StrictLocalMinOn f s a ∧ ∃ p ∈ s, f p < f a

/-- One step of gradient descent on the model with step size `η`, followed by projection
onto the trust region `[-r, r]`. -/
def projStep (g k r η p : ℝ) : ℝ := max (-r) (min r (p - η * (g - k * p)))

/-- The model difference between a point `p` and the boundary point `r`, in factored form. -/
theorem model_sub_right (g k r p : ℝ) :
    model g k p - model g k r = (r - p) * (k * (r + p) / 2 - g) := by
  unfold model
  ring

/-- For downward curvature, the boundary point `r` is a strict local minimiser on the trust
region exactly when the slope `g` is smaller than `k * r`. -/
theorem strictLocalMin_iff {g k r : ℝ} (hk : 0 < k) (hr : 0 < r) :
    StrictLocalMinOn (model g k) (Icc (-r) r) r ↔ g < k * r := by
  constructor
  · rintro ⟨_, ε, hε, h⟩
    by_contra hg
    have hg' : k * r ≤ g := not_lt.mp hg
    -- a short step inwards stays feasible and does not raise the model
    obtain ⟨δ, hδ, h1, h2⟩ : ∃ δ : ℝ, 0 < δ ∧ δ < ε ∧ δ ≤ r :=
      ⟨min (ε / 2) r, lt_min (by linarith) hr,
        lt_of_le_of_lt (min_le_left _ _) (by linarith), min_le_right _ _⟩
    have h3 := h (r - δ) ⟨by linarith, by linarith⟩ (ne_of_lt (by linarith))
      (by rw [abs_lt]; constructor <;> linarith)
    have e := model_sub_right g k r (r - δ)
    have hkδ : 0 < k * δ := mul_pos hk hδ
    have h4 : 0 ≤ δ * (g - k * r + k * δ / 2) := mul_nonneg hδ.le (by linarith)
    nlinarith
  · intro hg
    refine ⟨⟨by linarith, le_rfl⟩, (k * r - g) / k, div_pos (by linarith) hk,
      fun p hp hne hd => ?_⟩
    have hlt : p < r := lt_of_le_of_ne hp.2 hne
    have h1 : r - p < (k * r - g) / k := by
      have := (abs_lt.mp hd).1
      linarith
    rw [lt_div_iff₀ hk] at h1
    -- both factors of the model difference are positive
    have h2 : 0 < (r - p) * (k * (r + p) / 2 - g) :=
      mul_pos (by linarith) (by nlinarith)
    linarith [model_sub_right g k r p]

/-- For positive slope and no upward curvature, the model at `-r` is strictly lower than at
every other point of the trust region. -/
theorem left_end_global_min {g k r p : ℝ} (hk : 0 ≤ k) (hg : 0 < g)
    (hp : p ∈ Icc (-r) r) (hne : p ≠ -r) : model g k (-r) < model g k p := by
  have hlt : -r < p := lt_of_le_of_ne hp.1 (Ne.symm hne)
  have e : model g k p - model g k (-r) = (p + r) * (g + k * (r - p) / 2) := by
    unfold model
    ring
  have h1 : 0 ≤ k * (r - p) := mul_nonneg hk (by linarith [hp.2])
  have h2 : 0 < (p + r) * (g + k * (r - p) / 2) := mul_pos (by linarith) (by linarith)
  linarith

/-- For downward curvature `-k` and trust radius `r`, the boundary point `r` is a spurious
minimiser of the model exactly when the slope satisfies `0 < g < k * r`. -/
theorem spurious_min_iff {g k r : ℝ} (hk : 0 < k) (hr : 0 < r) :
    IsSpuriousMin (model g k) (Icc (-r) r) r ↔ 0 < g ∧ g < k * r := by
  constructor
  · rintro ⟨hloc, p, hp, hlt⟩
    refine ⟨?_, (strictLocalMin_iff hk hr).1 hloc⟩
    by_contra hg
    have hg' : g ≤ 0 := not_lt.mp hg
    -- without a positive slope no feasible point lies below the boundary value
    have h1 : 0 ≤ k * (r + p) := mul_nonneg hk.le (by linarith [hp.1])
    have h2 : 0 ≤ (r - p) * (k * (r + p) / 2 - g) :=
      mul_nonneg (by linarith [hp.2]) (by linarith)
    linarith [model_sub_right g k r p]
  · rintro ⟨hg, hgk⟩
    exact ⟨(strictLocalMin_iff hk hr).2 hgk, -r, ⟨le_rfl, by linarith⟩,
      left_end_global_min hk.le hg ⟨by linarith, le_rfl⟩ (ne_of_gt (by linarith))⟩

/-- For `0 < g < 1` the model `g p - p² / 2` on `[-1, 1]` has a strict local minimiser at
`p = 1`, while its value at `p = -1` is lower. -/
theorem unit_interval_spurious {g : ℝ} (hg : 0 < g) (hg1 : g < 1) :
    StrictLocalMinOn (fun p => g * p - p ^ 2 / 2) (Icc (-1) 1) 1 ∧
      g * (-1) - (-1) ^ 2 / 2 < g * 1 - 1 ^ 2 / 2 := by
  have h := (strictLocalMin_iff (g := g) (k := 1) (r := 1) one_pos one_pos).2 (by linarith)
  have e : model g 1 = fun p => g * p - p ^ 2 / 2 := by
    funext p
    simp [model]
  rw [e] at h
  exact ⟨h, by linarith⟩

/-- For downward curvature and positive step size, projected gradient descent started at a feasible
point `p₀` with `g < k * p₀` lies between `p₀` and `r` after `n` steps, and not below the smaller of
`r` and `p₀ + n * (η * (k * p₀ - g))`. -/
theorem descent_progress {g k r η p₀ : ℝ} (hk : 0 < k) (hη : 0 < η)
    (hp : p₀ ∈ Icc (-r) r) (hb : g < k * p₀) (n : ℕ) :
    p₀ ≤ (projStep g k r η)^[n] p₀ ∧ (projStep g k r η)^[n] p₀ ≤ r ∧
      min r (p₀ + n * (η * (k * p₀ - g))) ≤ (projStep g k r η)^[n] p₀ := by
  have hd : 0 < η * (k * p₀ - g) := mul_pos hη (by linarith)
  induction n with
  | zero => exact ⟨le_rfl, hp.2, (min_le_right _ _).trans (by simp)⟩
  | succ n ih =>
    rw [Function.iterate_succ_apply']
    obtain ⟨h1, h2, h3⟩ := ih
    generalize (projStep g k r η)^[n] p₀ = x at h1 h2 h3 ⊢
    -- the downhill force at `x` is at least the one at the start
    have hkx : k * p₀ ≤ k * x := mul_le_mul_of_nonneg_left h1 hk.le
    have hf : η * (k * p₀ - g) ≤ η * (k * x - g) :=
      mul_le_mul_of_nonneg_left (by linarith) hη.le
    have h4 : x + η * (k * p₀ - g) ≤ x - η * (g - k * x) := by linarith
    have hs : min r (x + η * (k * p₀ - g)) ≤ projStep g k r η x := by
      unfold projStep
      exact le_trans (min_le_min le_rfl h4) (le_max_right _ _)
    refine ⟨le_trans (le_min hp.2 (by linarith)) hs, ?_, ?_⟩
    · unfold projStep
      exact max_le (by linarith [hp.1, hp.2]) (min_le_left _ _)
    · refine le_trans (le_min (min_le_left _ _) ?_) hs
      push_cast
      rcases min_le_iff.mp h3 with h | h
      · exact (min_le_left _ _).trans (by linarith)
      · exact (min_le_right _ _).trans (by linarith)

/-- For downward curvature, projected gradient descent with any positive step size, started at a
feasible point `p₀` with `g < k * p₀`, reaches the boundary point `r` in finitely many steps and
stays there. -/
theorem descent_trapped {g k r η p₀ : ℝ} (hk : 0 < k) (hη : 0 < η)
    (hp : p₀ ∈ Icc (-r) r) (hb : g < k * p₀) :
    ∃ N : ℕ, ∀ n ≥ N, (projStep g k r η)^[n] p₀ = r := by
  have hd : 0 < η * (k * p₀ - g) := mul_pos hη (by linarith)
  obtain ⟨N, hN⟩ := exists_nat_ge ((r - p₀) / (η * (k * p₀ - g)))
  rw [div_le_iff₀ hd] at hN
  refine ⟨N, fun n hn => ?_⟩
  obtain ⟨_, h2, h3⟩ := descent_progress hk hη hp hb n
  have hc : (N : ℝ) ≤ n := Nat.cast_le.mpr hn
  have hm : (N : ℝ) * (η * (k * p₀ - g)) ≤ n * (η * (k * p₀ - g)) :=
    mul_le_mul_of_nonneg_right hc hd.le
  refine le_antisymm h2 ?_
  rcases min_le_iff.mp h3 with h | h
  · exact h
  · linarith

end

end SpuriousTrustRegionMinima
```

```lean
#print axioms SpuriousTrustRegionMinima.spurious_min_iff
#print axioms SpuriousTrustRegionMinima.unit_interval_spurious
#print axioms SpuriousTrustRegionMinima.descent_trapped
```

```
'SpuriousTrustRegionMinima.spurious_min_iff' depends on axioms: [propext, Classical.choice, Quot.sound]
'SpuriousTrustRegionMinima.unit_interval_spurious' depends on axioms: [propext, Classical.choice, Quot.sound]
'SpuriousTrustRegionMinima.descent_trapped' depends on axioms: [propext, Classical.choice, Quot.sound]
```

## Endpoint minima and projected steps as Lean objects

`model g k p` is $q(p)$, with real slope, curvature parameter and coordinate. `Icc (-r) r` is the closed trust region. `StrictLocalMinOn` contains both the feasibility of the point and the explicit neighbourhood condition. `IsSpuriousMin` adds a feasible point with a strictly lower value, which need not be an endpoint or a minimiser itself.

The main theorem, `spurious_min_iff`, assumes `0 < k` and `0 < r` and states the equivalence with `0 < g ∧ g < k * r`. The slope is otherwise unrestricted. `unit_interval_spurious` writes out the unit case without `model`: its first part is strict local minimality at $1$, and its second is the numerical inequality between the two endpoint values.

`projStep g k r η p` is one clipped gradient step, and `(projStep g k r η)^[n] p₀` is $p_n$. In `descent_trapped`, the hypothesis `hp` says that the start is feasible and `hb` says that it lies to the right of the stationary point. The conclusion is that some `N` exists after which every iterate equals `r`. Positive slope is not assumed there, so the theorem also covers cases in which `r` is a global minimiser.

## From signs of factors to checked inequalities

`model_sub_right` is the factorisation at $r$. After the definition is unfolded, `ring` verifies the polynomial identity.

`strictLocalMin_iff` has two directions. The first assumes a valid neighbourhood together with $g\ge kr$, constructs the inward displacement `δ`, and obtains a contradiction through `nlinarith`. The second supplies the radius $(kr-g)/k$. There `lt_div_iff₀` clears the denominator, and `mul_pos` multiplies the two positive factors.

`left_end_global_min` proves the factorisation at $-r$ inside its own proof and applies the same sign argument. It needs only `0 ≤ k`, because the positive slope already makes the second factor positive. `spurious_min_iff` combines these lemmas, and its case $g\le0$ uses `mul_nonneg` to exclude a lower feasible point. The unit theorem sets $k=r=1$ and rewrites the model to the displayed function.

`descent_progress` is the induction on $n$. `Function.iterate_succ_apply'` exposes the last gradient step, and `generalize` names the preceding iterate `x`. The inequality `hs` is the bound $p_{n+1}\ge\min(r,p_n+d)$, and `min_le_iff` separates the two cases of the progress bound. `descent_trapped` obtains the integer $N$ from `exists_nat_ge` and closes with `le_antisymm`, which joins the upper and lower bounds into equality.

## One coordinate, real arithmetic and a fixed model

The theorems give an exact criterion for one endpoint of a one-dimensional interval, and finite arrival there for a constant positive step size and a feasible start with $kp_0>g$. They concern a single subproblem with fixed $g$, $k$ and $r$. The outer trust-region loop, which updates the model and the radius, is absent, as are the true energy surface and any estimate of the model error. The curvature is assumed to be downward and is not derived from an electronic Hamiltonian.

The arithmetic is that of the real numbers. In floating-point arithmetic, rounding near $kp_0=g$ can make the computed gradient zero, and the iteration then stays at $p_0$. In exact arithmetic the guaranteed advance $d$ is small there, but $p_n-g/k$ grows by the factor $1+\eta k$ in every unclipped step. For fixed $k$, $r$ and $\eta$ the step count therefore grows at most logarithmically in $1/(kp_0-g)$, much more slowly than the bound $(r-p_0)/d$ suggests. In several dimensions the boundary is no longer two isolated points, and the endpoint argument does not carry over as it stands.

## Local minimality through neighbourhood filters

The definition of a local minimum could have been taken from Mathlib, whose `IsLocalMinOn` uses a neighbourhood filter and the non-strict inequality $q(a)\le q(p)$. Feasibility of $a$ would then be a separate condition, and no radius would appear in the definition.

For $k,r>0$ the threshold would stay at $g<kr$, since the inward step above strictly lowers the model whenever $g\ge kr$. The difference would show for a flat model, $g=k=0$, where every feasible point is a local minimiser in the non-strict sense and, for $r>0$, none is in the strict sense. The explicit definition used here keeps the radius visible and states the strict inequality directly.
